# The heat current from site energies, and when its potential part equals the virial form

Take finitely many classical atoms with masses $m_i$, positions $\mathbf r_i$ and velocities $\mathbf v_i$, and split the potential energy into site potentials $U_i$, each a differentiable function of all positions. Write $E_i=\tfrac12 m_i\mathbf v_i^2+U_i$ for the site energy and $\mathbf g_{ij}=\partial U_i/\partial\mathbf r_j$ for the site gradients. When the atoms obey Newton's law with the forces that derive from $\sum_j U_j$,
$$\frac{d}{dt}\sum_i \mathbf r_iE_i=\sum_i\mathbf v_iE_i+\mathbf J^{\rm pot},\qquad \mathbf J^{\rm pot}=\sum_{ij}(\mathbf r_i-\mathbf r_j)(\mathbf g_{ij}\cdot\mathbf v_j).$$
The potential current $\mathbf J^{\rm pot}$ equals the virial form $\mathbf J^{\rm vir}=\sum_{ij}(\mathbf r_i-\mathbf r_j)(\mathbf g_{ij}\cdot\mathbf v_i)$ if $\mathbf g_{ij}=-\mathbf g_{ji}$ for $i\ne j$. For three atoms on a line at $x_0,x_1,x_2$ with velocities $v_0,v_1,v_2$ and the single site potential $U_1=(x_0-x_1)(x_2-x_1)$, the two differ exactly when $x_0\ne x_1$, $x_2\ne x_1$ and $v_0+v_2\ne2v_1$.

## Site energies and the Green–Kubo current

The Green–Kubo expression for the thermal conductivity integrates the time autocorrelation of a heat current, and the time derivative of the energy moment $\sum_i\mathbf r_iE_i$ is a microscopic definition of the energy current, which serves as the heat current in a solid at rest whose atoms do not diffuse. The results here concern the instantaneous current of a finite classical cluster without periodic images: when the site gradients are not antisymmetric, evaluating the virial form in place of $\mathbf J^{\rm pot}$ can change it. The split of the potential energy among the sites is an input, and the current is the one that belongs to the chosen split.

## The rate of change of a site energy

For a displacement $\mathbf w_j$ of every atom, the first-order change of $U_i$ is $\sum_j\mathbf g_{ij}\cdot\mathbf w_j$. With $\mathbf w_j=\mathbf v_j$ this gives $dU_i/dt=\sum_j\mathbf g_{ij}\cdot\mathbf v_j$. The force on atom $i$ is
$$\mathbf F_i=-\sum_j\frac{\partial U_j}{\partial\mathbf r_i}=-\sum_j\mathbf g_{ji},$$
and Newton's law $m_i\dot{\mathbf v}_i=\mathbf F_i$ makes the kinetic energy change at the rate $m_i\dot{\mathbf v}_i\cdot\mathbf v_i=-\sum_j\mathbf g_{ji}\cdot\mathbf v_i$. Adding the two rates,
$$\dot E_i=\sum_j\left(\mathbf g_{ij}\cdot\mathbf v_j-\mathbf g_{ji}\cdot\mathbf v_i\right).$$

## The energy moment

The product rule gives $\frac{d}{dt}\sum_i\mathbf r_iE_i=\sum_i\mathbf v_iE_i+\sum_i\mathbf r_i\dot E_i$. The first sum is the convective current. In the second,
$$\sum_i\mathbf r_i\dot E_i=\sum_{ij}\mathbf r_i(\mathbf g_{ij}\cdot\mathbf v_j)-\sum_{ij}\mathbf r_i(\mathbf g_{ji}\cdot\mathbf v_i).$$
Exchanging the names $i$ and $j$ turns the last double sum into $\sum_{ij}\mathbf r_j(\mathbf g_{ij}\cdot\mathbf v_j)$, and the difference is $\mathbf J^{\rm pot}$.

## Potential current minus virial form

The same exchange of names in the virial form gives
$$\mathbf J^{\rm vir}=\sum_{ij}(\mathbf r_j-\mathbf r_i)(\mathbf g_{ji}\cdot\mathbf v_j)=-\sum_{ij}(\mathbf r_i-\mathbf r_j)(\mathbf g_{ji}\cdot\mathbf v_j),$$
so that
$$\mathbf J^{\rm pot}-\mathbf J^{\rm vir}=\sum_j\sum_i(\mathbf r_i-\mathbf r_j)\big((\mathbf g_{ij}+\mathbf g_{ji})\cdot\mathbf v_j\big).$$
Terms with $i=j$ vanish through the factor $\mathbf r_i-\mathbf r_j$. Terms with $i\neq j$ vanish if $\mathbf g_{ij}=-\mathbf g_{ji}$. Pairwise interaction with each pair energy shared equally between its two atoms meets this condition: if $U_i=\tfrac12\sum_{j\ne i}\phi(|\mathbf r_i-\mathbf r_j|)$ for a pair potential $\phi$, then $\mathbf g_{ij}$ is half the force that atom $j$ exerts on atom $i$, and action equals reaction. The Lean code proves the antisymmetry for one harmonic pair; the case of general $\phi$ is not formalised.

For that dimer on a line, a spring of constant $k$ and zero rest length has $U_0=U_1=\tfrac k4(x_0-x_1)^2$. Then $g_{01}=\partial U_0/\partial x_1=-\tfrac k2(x_0-x_1)$ and $g_{10}=\partial U_1/\partial x_0=\tfrac k2(x_0-x_1)$.

The difference is linear in the velocities. With Cartesian components $\alpha,\beta$,
$$(\mathbf J^{\rm pot}-\mathbf J^{\rm vir})^\alpha=\sum_{j,\beta}T_j^{\alpha\beta}v_j^\beta,\qquad T_j^{\alpha\beta}=\sum_i(r_i^\alpha-r_j^\alpha)(g_{ij}^\beta+g_{ji}^\beta).$$
If every $T_j^{\alpha\beta}$ is zero, the currents agree for all velocities. Conversely, letting only atom $j$ move, with unit speed along $\beta$, isolates $T_j^{\alpha\beta}$, so agreement for all velocities forces every component to vanish.

## Three atoms with the whole energy on the middle site

Put $a=x_0-x_1$ and $b=x_2-x_1$, with $U_1=ab$ and $U_0=U_2=0$. This potential couples the two bonds that meet at the middle atom, with unit strength, and is assigned wholly to that atom. It is an algebraic test case and not a model of a bound cluster: for $b=-a$ it equals $-a^2$, so it is unbounded below. It is also not an irreducible three-body interaction, since $ab=\tfrac12\left[a^2+b^2-(x_0-x_2)^2\right]$ is a sum of three harmonic pair terms. Sharing each of these equally between its two atoms would give antisymmetric gradients and equal currents, so the difference found below comes from the assignment of the energy to the middle site. Only $g_{1j}$ can be nonzero: $g_{10}=b$, $g_{12}=a$, and $g_{11}=-(a+b)$, which enters with the factor $x_1-x_1=0$. Hence
$$J^{\rm pot}=(x_1-x_0)\,b\,v_0+(x_1-x_2)\,a\,v_2=-ab\,(v_0+v_2),$$
$$J^{\rm vir}=(x_1-x_0)\,b\,v_1+(x_1-x_2)\,a\,v_1=-2ab\,v_1 .$$
The difference $-ab\,(v_0+v_2-2v_1)$ is nonzero exactly when all three factors are. For positions $(-1,0,1)$ and velocities $(1,0,0)$, $ab=-1$, so $J^{\rm pot}=1$ and $J^{\rm vir}=0$. A rigid translation, $v_0=v_1=v_2$, gives equal currents.

## Configurations, gradients and hypotheses in Lean

Atoms are indexed by a finite type `ι` and Cartesian directions by a finite type `d`, so a configuration or a set of velocities is a function `ι → d → ℝ`, and `r i a` is $r_i^\alpha$. The Lean indices `a` and `b` in the general theorems are the directions $\alpha,\beta$. The vector `unitMove j a` moves atom $j$ by one unit along a direction and leaves the rest fixed, and `siteGrad U r i j` applies the Fréchet derivative of $U_i$ to it, which is $\mathbf g_{ij}$ with the first index for the potential and the second for the displaced atom. The definitions `force`, `siteEnergy`, `energyRate`, `potentialCurrent` and `virialCurrent` are $\mathbf F_i$, $E_i$, the formula for $\dot E_i$, $\mathbf J^{\rm pot}$ and $\mathbf J^{\rm vir}$; the currents are not divided by a volume.

The main theorem `hasDerivAt_energyMoment` concerns one instant `t`. Its hypotheses say that `v t` is the derivative of the path `r` at `t` (`hr`), that `acc` is the derivative of `v` at `t` (`hv`), that each $U_i$ is differentiable at `r t` (`hU`), and that $m_i\dot{\mathbf v}_i=\mathbf F_i$ for every atom (`newton`). Newton's law is assumed, and it leaves no room for a thermostat, friction or a force beyond the site potentials, which have no explicit time dependence. The existence of trajectories is not addressed, and the masses are arbitrary real numbers. Since `fderiv` returns zero where a function is not differentiable, `hU` is what makes `siteGrad` a gradient, and both examples prove differentiability along with their formulas.

The theorems `moment_energyRate`, `potential_sub_virial`, `potential_eq_virial_of_antisymm` and `potential_eq_virial_iff` are algebraic and hold for any array `g`, whether or not it comes from a potential. The examples use `Fin 2` or `Fin 3` atoms and `Fin 1` directions, so `r 2 0` is $x_2$. Ensemble averages, correlation functions, the conductivity and periodic boundaries are not treated.

```lean
import Mathlib

open Matrix Finset

namespace ManyBodyHeatCurrent

noncomputable section

variable {ι d : Type*} [Fintype ι] [Fintype d] [DecidableEq ι] [DecidableEq d]

/-- Unit displacement of atom `j` along direction `a`. -/
def unitMove (j : ι) (a : d) : ι → d → ℝ := fun k b => if k = j ∧ b = a then 1 else 0

/-- The coordinate `a` of atom `i` as a linear function of the configuration. -/
def coord (i : ι) (a : d) : (ι → d → ℝ) →L[ℝ] ℝ :=
  (ContinuousLinearMap.proj (R := ℝ) (φ := fun _ : d => ℝ) a).comp
    (ContinuousLinearMap.proj (R := ℝ) (φ := fun _ : ι => d → ℝ) i)

/-- `g_ij = ∂U_i/∂r_j`, the gradient of site potential `i` in the position of atom `j`. -/
def siteGrad (U : ι → (ι → d → ℝ) → ℝ) (r : ι → d → ℝ) (i j : ι) : d → ℝ :=
  fun a => fderiv ℝ (U i) r (unitMove j a)

/-- Force on atom `i`: `F_i = -∑_j ∂U_j/∂r_i`. -/
def force (U : ι → (ι → d → ℝ) → ℝ) (r : ι → d → ℝ) (i : ι) : d → ℝ :=
  -∑ j, siteGrad U r j i

/-- Site energy `E_i = m_i v_i² / 2 + U_i`. -/
def siteEnergy (m : ι → ℝ) (U : ι → (ι → d → ℝ) → ℝ) (r v : ι → d → ℝ) (i : ι) : ℝ :=
  m i / 2 * (v i ⬝ᵥ v i) + U i r

/-- The rate `∑_j (g_ij · v_j - g_ji · v_i)`. -/
def energyRate (g : ι → ι → d → ℝ) (v : ι → d → ℝ) (i : ι) : ℝ :=
  ∑ j, (g i j ⬝ᵥ v j - g j i ⬝ᵥ v i)

/-- Potential part of the heat current, `∑_ij (r_i - r_j)(g_ij · v_j)`. -/
def potentialCurrent (g : ι → ι → d → ℝ) (r v : ι → d → ℝ) : d → ℝ :=
  ∑ i, ∑ j, (g i j ⬝ᵥ v j) • (r i - r j)

/-- Virial form of the current, `∑_ij (r_i - r_j)(g_ij · v_i)`. -/
def virialCurrent (g : ι → ι → d → ℝ) (r v : ι → d → ℝ) : d → ℝ :=
  ∑ i, ∑ j, (g i j ⬝ᵥ v i) • (r i - r j)

/-- The differential of `U_i` along a displacement `w` of all atoms is `∑_j g_ij · w_j`. -/
theorem differential_eq_sum_siteGrad {U : ι → (ι → d → ℝ) → ℝ} {r : ι → d → ℝ} {i : ι}
    {L : (ι → d → ℝ) →L[ℝ] ℝ} (h : HasFDerivAt (U i) L r) (w : ι → d → ℝ) :
    L w = ∑ j, siteGrad U r i j ⬝ᵥ w j := by
  have hw : w = ∑ j, ∑ a, w j a • (unitMove j a : ι → d → ℝ) := by
    funext k b
    simp [Finset.sum_apply, unitMove, ite_and, Finset.sum_ite_irrel]
  calc L w = L (∑ j, ∑ a, w j a • (unitMove j a : ι → d → ℝ)) := congrArg L hw
    _ = _ := by
      simp only [map_sum, map_smul, smul_eq_mul, siteGrad, h.fderiv, dotProduct]
      exact sum_congr rfl fun j _ => sum_congr rfl fun a _ => mul_comm _ _

/-- Along a Newtonian trajectory, `dE_i/dt = ∑_j (g_ij · v_j - g_ji · v_i)`. -/
theorem hasDerivAt_siteEnergy (m : ι → ℝ) (U : ι → (ι → d → ℝ) → ℝ)
    (r v : ℝ → ι → d → ℝ) (acc : ι → d → ℝ) (t : ℝ)
    (hr : HasDerivAt r (v t) t) (hv : HasDerivAt v acc t)
    (hU : ∀ i, DifferentiableAt ℝ (U i) (r t))
    (newton : ∀ i, m i • acc i = force U (r t) i) (i : ι) :
    HasDerivAt (fun s => siteEnergy m U (r s) (v s) i)
      (energyRate (siteGrad U (r t)) (v t) i) t := by
  have hva : ∀ a, HasDerivAt (fun s => v s i a) (acc i a) t :=
    fun a => hasDerivAt_pi.1 (hasDerivAt_pi.1 hv i) a
  have hk : HasDerivAt (fun s => ∑ a, v s i a * v s i a)
      (∑ a, (acc i a * v t i a + v t i a * acc i a)) t :=
    HasDerivAt.fun_sum fun a _ => (hva a).mul (hva a)
  have hp : HasDerivAt (fun s => U i (r s)) (fderiv ℝ (U i) (r t) (v t)) t :=
    (hU i).hasFDerivAt.comp_hasDerivAt t hr
  -- the kinetic energy changes at the rate `F_i · v_i`
  have hN : m i / 2 * ∑ a, (acc i a * v t i a + v t i a * acc i a) = (m i • acc i) ⬝ᵥ v t i := by
    simp only [dotProduct, Finset.mul_sum, Pi.smul_apply, smul_eq_mul]
    exact sum_congr rfl fun a _ => by ring
  have hF : force U (r t) i ⬝ᵥ v t i = -∑ j, siteGrad U (r t) j i ⬝ᵥ v t i := by
    rw [force, neg_dotProduct]
    congr 1
    simp only [dotProduct, Finset.sum_apply, Finset.sum_mul]
    exact Finset.sum_comm
  refine HasDerivAt.congr_deriv ((hk.const_mul (m i / 2)).fun_add hp) ?_
  rw [hN, newton i, hF, differential_eq_sum_siteGrad (hU i).hasFDerivAt, energyRate,
    Finset.sum_sub_distrib]
  ring

omit [DecidableEq ι] [DecidableEq d] in
/-- The position moment of the energy rates equals `∑_ij (r_i - r_j)(g_ij · v_j)`. -/
theorem moment_energyRate (g : ι → ι → d → ℝ) (r v : ι → d → ℝ) :
    ∑ i, energyRate g v i • r i = potentialCurrent g r v := by
  simp only [energyRate, potentialCurrent, Finset.sum_smul, sub_smul, smul_sub,
    Finset.sum_sub_distrib]
  congr 1
  exact Finset.sum_comm

/-- Along a Newtonian trajectory, the time derivative of `∑_i r_i E_i` is the convective term
`∑_i v_i E_i` plus the potential current. -/
theorem hasDerivAt_energyMoment (m : ι → ℝ) (U : ι → (ι → d → ℝ) → ℝ)
    (r v : ℝ → ι → d → ℝ) (acc : ι → d → ℝ) (t : ℝ)
    (hr : HasDerivAt r (v t) t) (hv : HasDerivAt v acc t)
    (hU : ∀ i, DifferentiableAt ℝ (U i) (r t))
    (newton : ∀ i, m i • acc i = force U (r t) i) :
    HasDerivAt (fun s => ∑ i, siteEnergy m U (r s) (v s) i • r s i)
      (∑ i, siteEnergy m U (r t) (v t) i • v t i
        + potentialCurrent (siteGrad U (r t)) (r t) (v t)) t := by
  have h : HasDerivAt (fun s => ∑ i, siteEnergy m U (r s) (v s) i • r s i)
      (∑ i, (siteEnergy m U (r t) (v t) i • v t i
        + energyRate (siteGrad U (r t)) (v t) i • r t i)) t :=
    HasDerivAt.fun_sum fun i _ =>
      (hasDerivAt_siteEnergy m U r v acc t hr hv hU newton i).smul (hasDerivAt_pi.1 hr i)
  rwa [Finset.sum_add_distrib, moment_energyRate] at h

omit [DecidableEq ι] [DecidableEq d] in
/-- The potential current minus the virial form is `∑_ij (r_i - r_j)((g_ij + g_ji) · v_j)`. -/
theorem potential_sub_virial (g : ι → ι → d → ℝ) (r v : ι → d → ℝ) :
    potentialCurrent g r v - virialCurrent g r v
      = ∑ j, ∑ i, ((g i j + g j i) ⬝ᵥ v j) • (r i - r j) := by
  rw [potentialCurrent, virialCurrent, Finset.sum_comm, ← Finset.sum_sub_distrib]
  refine sum_congr rfl fun j _ => ?_
  rw [← Finset.sum_sub_distrib]
  refine sum_congr rfl fun i _ => ?_
  rw [add_dotProduct]
  module

omit [DecidableEq d] in
/-- If `g_ij = -g_ji` for `i ≠ j`, the potential current equals the virial form. -/
theorem potential_eq_virial_of_antisymm (g : ι → ι → d → ℝ) (r v : ι → d → ℝ)
    (h : ∀ i j, i ≠ j → g i j = -g j i) : potentialCurrent g r v = virialCurrent g r v := by
  rw [← sub_eq_zero, potential_sub_virial]
  refine sum_eq_zero fun j _ => sum_eq_zero fun i _ => ?_
  by_cases hij : i = j
  · simp [hij]
  · rw [h i j hij]
    simp

/-- The two currents agree for all velocities exactly when, for every atom `j`, the tensor
`∑_i (r_i - r_j) ⊗ (g_ij + g_ji)` vanishes. -/
theorem potential_eq_virial_iff (g : ι → ι → d → ℝ) (r : ι → d → ℝ) :
    (∀ v, potentialCurrent g r v = virialCurrent g r v) ↔
      ∀ j a b, ∑ i, (r i a - r j a) * (g i j b + g j i b) = 0 := by
  have key : ∀ v a, (potentialCurrent g r v - virialCurrent g r v) a
      = ∑ j, ∑ b, (∑ i, (r i a - r j a) * (g i j b + g j i b)) * v j b := by
    intro v a
    rw [potential_sub_virial]
    simp only [Finset.sum_apply, Pi.smul_apply, Pi.sub_apply, Pi.add_apply, smul_eq_mul,
      dotProduct, Finset.sum_mul]
    refine sum_congr rfl fun j _ => ?_
    rw [Finset.sum_comm]
    exact sum_congr rfl fun b _ => sum_congr rfl fun i _ => by ring
  constructor
  · intro h j a b
    -- test with only atom `j` moving along `b`
    have h1 := key (unitMove j b) a
    rw [h, sub_self] at h1
    simpa [unitMove, ite_and, Finset.sum_ite_irrel] using h1.symm
  · intro h v
    refine sub_eq_zero.1 (funext fun a => ?_)
    rw [key]
    simp [h]

/-- Harmonic dimer on a line, the spring energy `k (x₀ - x₁)² / 2` shared equally. -/
def dimerU (k : ℝ) (_i : Fin 2) (r : Fin 2 → Fin 1 → ℝ) : ℝ := k / 4 * (r 0 0 - r 1 0) ^ 2

/-- The harmonic dimer has differentiable site potentials, `g_ij = -g_ji` for `i ≠ j`,
and `g₀₁ = -k (x₀ - x₁) / 2`. -/
theorem antisymm_witness (k : ℝ) (r : Fin 2 → Fin 1 → ℝ) :
    (∀ i, DifferentiableAt ℝ (dimerU k i) r) ∧
    (∀ i j, i ≠ j → siteGrad (dimerU k) r i j = -siteGrad (dimerU k) r j i) ∧
    siteGrad (dimerU k) r 0 1 0 = -(k / 2 * (r 0 0 - r 1 0)) := by
  have h : ∀ i, HasFDerivAt (fun q : Fin 2 → Fin 1 → ℝ => q i 0) (coord i 0) r :=
    fun i => (coord i (0 : Fin 1)).hasFDerivAt
  have hU : ∀ i, dimerU k i = fun q => k / 4 * ((q 0 0 - q 1 0) * (q 0 0 - q 1 0)) :=
    fun i => funext fun q => by rw [dimerU]; ring
  have e : HasFDerivAt (fun q : Fin 2 → Fin 1 → ℝ =>
      k / 4 * ((q 0 0 - q 1 0) * (q 0 0 - q 1 0))) _ r :=
    (((h 0).sub (h 1)).mul ((h 0).sub (h 1))).const_mul (k / 4)
  have hf : ∀ i w, fderiv ℝ (dimerU k i) r w = k / 2 * (r 0 0 - r 1 0) * (w 0 0 - w 1 0) := by
    intro i w
    rw [hU, e.fderiv]
    simp [coord]
    ring
  refine ⟨fun i => by rw [hU]; exact e.differentiableAt, fun i j hij => ?_, ?_⟩
  · funext a
    obtain rfl : a = 0 := Subsingleton.elim _ _
    fin_cases i <;> fin_cases j <;>
      first | exact absurd rfl hij | simp [siteGrad, hf, unitMove]
  · simp [siteGrad, hf, unitMove]

/-- Three atoms on a line; only the middle one carries a potential, `(x₀ - x₁)(x₂ - x₁)`. -/
def tripleU (i : Fin 3) (r : Fin 3 → Fin 1 → ℝ) : ℝ :=
  if i = 1 then (r 0 0 - r 1 0) * (r 2 0 - r 1 0) else 0

/-- The three-atom site potentials are differentiable; with `a = x₀ - x₁`, `b = x₂ - x₁` the
potential current is `-ab (v₀ + v₂)` and the virial form is `-2ab v₁`. -/
theorem triple_currents (r v : Fin 3 → Fin 1 → ℝ) :
    (∀ i, DifferentiableAt ℝ (tripleU i) r) ∧
    potentialCurrent (siteGrad tripleU r) r v 0
      = -((r 0 0 - r 1 0) * (r 2 0 - r 1 0)) * (v 0 0 + v 2 0) ∧
    virialCurrent (siteGrad tripleU r) r v 0
      = -((r 0 0 - r 1 0) * (r 2 0 - r 1 0)) * (2 * v 1 0) := by
  have h : ∀ i, HasFDerivAt (fun q : Fin 3 → Fin 1 → ℝ => q i 0) (coord i 0) r :=
    fun i => (coord i (0 : Fin 1)).hasFDerivAt
  have hU1 : tripleU 1 = fun q => (q 0 0 - q 1 0) * (q 2 0 - q 1 0) :=
    funext fun q => by simp [tripleU]
  have hU0 : ∀ i, i ≠ 1 → tripleU i = fun _ => 0 :=
    fun i hi => funext fun q => by simp [tripleU, hi]
  have e : HasFDerivAt (fun q : Fin 3 → Fin 1 → ℝ => (q 0 0 - q 1 0) * (q 2 0 - q 1 0)) _ r :=
    ((h 0).sub (h 1)).mul ((h 2).sub (h 1))
  have hf : ∀ w, fderiv ℝ (tripleU 1) r w
      = (r 0 0 - r 1 0) * (w 2 0 - w 1 0) + (r 2 0 - r 1 0) * (w 0 0 - w 1 0) := by
    intro w
    rw [hU1, e.fderiv]
    simp [coord]
  have hz : ∀ i, i ≠ 1 → ∀ j, siteGrad tripleU r i j 0 = 0 := by
    intro i hi j
    show fderiv ℝ (tripleU i) r _ = 0
    rw [hU0 i hi, (hasFDerivAt_const (0 : ℝ) r).fderiv]
    rfl
  have g10 : siteGrad tripleU r 1 0 0 = r 2 0 - r 1 0 := by simp [siteGrad, hf, unitMove]
  have g12 : siteGrad tripleU r 1 2 0 = r 0 0 - r 1 0 := by simp [siteGrad, hf, unitMove]
  refine ⟨fun i => ?_, ?_, ?_⟩
  · by_cases hi : i = 1
    · rw [hi, hU1]
      exact e.differentiableAt
    · rw [hU0 i hi]
      exact differentiableAt_const _
  all_goals
    simp only [potentialCurrent, virialCurrent, Fin.sum_univ_three, Pi.add_apply, Pi.smul_apply,
      Pi.sub_apply, smul_eq_mul, dotProduct, Fin.sum_univ_one, g10, g12,
      hz 0 (by decide), hz 2 (by decide)]
    ring

/-- In the three-atom model the two currents differ exactly when neither outer atom sits on
the middle one and `v₀ + v₂ ≠ 2 v₁`. -/
theorem triple_ne_iff (r v : Fin 3 → Fin 1 → ℝ) :
    potentialCurrent (siteGrad tripleU r) r v ≠ virialCurrent (siteGrad tripleU r) r v ↔
      r 0 0 ≠ r 1 0 ∧ r 2 0 ≠ r 1 0 ∧ v 0 0 + v 2 0 ≠ 2 * v 1 0 := by
  have h1 : ∀ x y : Fin 1 → ℝ, x = y ↔ x 0 = y 0 := fun x y =>
    ⟨fun h => congrFun h 0, fun h => funext fun a => by rwa [Subsingleton.elim a 0]⟩
  obtain ⟨-, hp, hv⟩ := triple_currents r v
  rw [Ne, h1, hp, hv, ← sub_eq_zero, ← mul_sub]
  simp only [mul_eq_zero, neg_eq_zero, sub_eq_zero, not_or, and_assoc, ne_eq]

end

end ManyBodyHeatCurrent
```

```lean
#print axioms ManyBodyHeatCurrent.hasDerivAt_energyMoment
#print axioms ManyBodyHeatCurrent.potential_eq_virial_iff
#print axioms ManyBodyHeatCurrent.triple_currents
#print axioms ManyBodyHeatCurrent.triple_ne_iff
```

```
'ManyBodyHeatCurrent.hasDerivAt_energyMoment' depends on axioms: [propext, Classical.choice, Quot.sound]
'ManyBodyHeatCurrent.potential_eq_virial_iff' depends on axioms: [propext, Classical.choice, Quot.sound]
'ManyBodyHeatCurrent.triple_currents' depends on axioms: [propext, Classical.choice, Quot.sound]
'ManyBodyHeatCurrent.triple_ne_iff' depends on axioms: [propext, Classical.choice, Quot.sound]
```

## Chain rule and Newton's law in the proof

`differential_eq_sum_siteGrad` expands a displacement `w` in the unit moves (`hw`), applies linearity of the derivative `L`, and collects the components into $\sum_j\mathbf g_{ij}\cdot\mathbf w_j$.

`hasDerivAt_siteEnergy` follows the derivation of $\dot E_i$. The step `hk` differentiates $\mathbf v_i\cdot\mathbf v_i$ component by component, `hp` is the chain rule for $U_i(\mathbf r(s))$ as a function of the time `s`, and `hN` rewrites the kinetic rate as $m_i\dot{\mathbf v}_i\cdot\mathbf v_i$. The step `hF` expands $\mathbf F_i\cdot\mathbf v_i$ into $-\sum_j\mathbf g_{ji}\cdot\mathbf v_i$. The final rewrite inserts `newton i`, replaces the differential by its sum over site gradients, and `ring` reorders the two terms.

## Exchanging the summation indices

The order of the two sums in a double sum is exchanged with `Finset.sum_comm`. In `moment_energyRate` both sides are split into a difference of two double sums; the first sums coincide and the second ones differ by the exchange. `hasDerivAt_energyMoment` applies the product rule to each $\mathbf r_iE_i$, sums over atoms, and uses `moment_energyRate` on the second part.

In `potential_sub_virial` the exchange is applied to the potential current, so that the index of the velocity is outermost in both currents. What remains is the identity for a single pair,
$$(\mathbf g_{ij}\cdot\mathbf v_j)(\mathbf r_i-\mathbf r_j)-(\mathbf g_{ji}\cdot\mathbf v_j)(\mathbf r_j-\mathbf r_i)=(\mathbf g_{ij}\cdot\mathbf v_j+\mathbf g_{ji}\cdot\mathbf v_j)(\mathbf r_i-\mathbf r_j),$$
which `module` closes. `potential_eq_virial_of_antisymm` shows that each term of this sum is zero, splitting on `i = j` as above. In `potential_eq_virial_iff`, `key` is the component formula with $T_j^{\alpha\beta}$; the forward direction evaluates it at the velocity field `unitMove j b`, and the reverse direction substitutes $T_j^{\alpha\beta}=0$.

## Differentiating the two model potentials

Both examples treat each coordinate as the continuous linear map `coord`, which is its own derivative, and build the derivative of the potential from the difference and product rules. In `antisymm_witness`, `hf` states that the differential of either site potential along `w` is $\tfrac k2(x_0-x_1)(w_0-w_1)$, with $w_j$ the displacement of atom $j$; evaluating on unit moves for the two index pairs with $i\ne j$ gives the antisymmetry and the value of $g_{01}$. In `triple_currents`, `hf` is $a(w_2-w_1)+b(w_0-w_1)$, from which `g10` and `g12` are read off, while `hz` sets the gradients of $U_0$ and $U_2$ to zero. After the sums over three atoms are expanded, `ring` yields both currents, with the $g_{11}$ term removed by its zero prefactor. `triple_ne_iff` reduces equality of one-component vectors to equality of numbers, factors the difference of the currents, and uses `mul_eq_zero` to turn a nonzero product into three inequalities.
